# For l > 0, the Rosen–Morse solution cosh(x)^(−l) exp(−bx/l) is normalisable exactly when |b| < l²

Let l > 0 and let b be real. The function

ψ(x) = cosh(x)^(−l) exp(−bx/l)

satisfies

−ψ'' + (2b tanh x − l(l+1)/cosh² x) ψ = −(l² + b²/l²) ψ

at every real x. It tends to 0 at both infinities if and only if |b| < l², and ψ² has a finite integral over the line under the same condition.

The physical problem is that of a particle on a line whose potential levels off at −2b on the far left and at +2b on the far right, with an attractive term centred at the origin. Units are chosen so that ħ²/2m = 1 and the length scale of the potential is 1. The number l sets the strength of the attraction. It is not an angular momentum and need not be an integer; many texts write A and B for l and b. For one particle in one dimension, the result supplies an exact bound-state energy in a potential with unequal asymptotic levels.

## From a first-order equation to the energy

The logarithm of the wavefunction is

ln ψ = −l ln cosh x − bx/l.

Since (ln cosh x)' = tanh x, differentiating gives

ψ' = −(l tanh x + b/l) ψ.

Differentiate again, using (tanh x)' = 1/cosh² x:

ψ'' = −(l/cosh² x) ψ + (l tanh x + b/l)² ψ.

The square is l² tanh² x + 2b tanh x + b²/l². Inserting tanh² x = 1 − 1/cosh² x gives

ψ'' = (l² + b²/l² + 2b tanh x − l(l+1)/cosh² x) ψ.

The last two terms in the bracket are the potential. Moving them to the other side leaves the Schrödinger equation with energy −(l² + b²/l²). This calculation holds for every b, so the differential equation alone does not select the bound states.

## Decay at the two ends

Because cosh x = (exp|x| + exp(−|x|))/2, we have

exp|x|/2 ≤ cosh x ≤ exp|x|.

Raising this to the negative power −l reverses the inequalities, and multiplying by exp(−bx/l) gives

exp(−l|x| − bx/l) ≤ ψ(x) ≤ 2^l exp(−l|x| − bx/l).

For x ≥ 0 the exponent is −(l + b/l)x. If b > −l², the coefficient l + b/l is positive and ψ tends to 0 on the right. If b ≤ −l², the exponent is nonnegative, so ψ ≥ 1 on the whole right half-line and cannot tend to 0.

Replacing x by −x turns ψ into the same function with −b in place of b. Decay on the left therefore requires −b > −l², that is, b < l². The two conditions together are |b| < l².

For the integral, suppose |b| < l² and put c = l − |b|/l, which is positive. The upper bound gives ψ ≤ 2^l exp(−c|x|). Since exp(c|x|) ≥ 1 + c|x|, we also have exp(2c|x|) ≥ (1 + c|x|)² ≥ 1 + c²x², and hence

ψ² ≤ 4^l/(1 + c²x²).

The right-hand side has a finite integral. If instead |b| ≥ l², then ψ² ≥ 1 on a half-line and its integral diverges.

## A numerical case: l = 2, b = 3

Here |b| = 3 is less than l² = 4. The energy is −(4 + 9/4) = −6.25, while the potential tends to −6 on the left and +6 on the right. The state lies only 0.25 below the left level.

The decay rates are l − b/l = 0.5 on the left and l + b/l = 3.5 on the right. In a grid calculation they fix the extent of the box: the factor exp(−0.5|x|) reaches 10⁻⁶ near x = −27.6, whereas exp(−3.5x) reaches it near x = 3.9. A box symmetric about the origin would spend most of its right half on a region where the wavefunction is negligible. The integral of ψ² is 5π/2, so the normalised wavefunction is √(2/(5π)) ψ.

## The potential, the energy and the wavefunction in Lean

All quantities are real numbers or real functions of a real variable.

```lean
import Mathlib

open Filter Topology MeasureTheory

namespace RosenMorse

noncomputable section
```

The potential is a function of the two parameters and the position.

```lean
/-- The Rosen-Morse potential `2b tanh x - l(l+1)/cosh² x`. -/
def potential (l b x : ℝ) : ℝ :=
  2 * b * Real.tanh x - l * (l + 1) / Real.cosh x ^ 2
```

The Hamiltonian takes a function `f` and returns the value of −f'' + Vf at the point `x`. It is a differential expression evaluated pointwise, with no Hilbert space or operator domain attached.

```lean
/-- The Hamiltonian `-d²/dx² + V` with the Rosen-Morse potential, acting on twice
differentiable real wavefunctions. -/
def hamiltonian (l b : ℝ) (f : ℝ → ℝ) (x : ℝ) : ℝ :=
  -deriv (deriv f) x + potential l b x * f x
```

The energy and the wavefunction are defined separately, so that the Schrödinger equation is a statement to be proved about them. The wavefunction is left unnormalised, which affects neither the eigenvalue nor the decay.

```lean
/-- The energy `-(l² + b²/l²)`, for `l ≠ 0`. -/
def energy (l b : ℝ) : ℝ := -(l ^ 2 + b ^ 2 / l ^ 2)

/-- The wavefunction `cosh(x)^(-l) exp(-bx/l)`, for `l ≠ 0`. -/
def psi (l b x : ℝ) : ℝ := Real.cosh x ^ (-l) * Real.exp (-b * x / l)
```

## The logarithmic form and the reflection

The real power of cosh x is rewritten as an exponential of a logarithm, which is allowed because cosh x is positive. This is the formula for ln ψ used above.

```lean
/-- The wavefunction written as a single exponential. -/
theorem psi_eq_exp (l b x : ℝ) :
    psi l b x = Real.exp (Real.log (Real.cosh x) * (-l) + -(b / l) * x) := by
  rw [psi, Real.rpow_def_of_pos (Real.cosh_pos x), ← Real.exp_add]
  congr 1
  ring
```

The reflection rule follows from cosh(−x) = cosh x.

```lean
/-- Reflection in the origin exchanges the wavefunctions for `b` and `-b`. -/
theorem psi_neg (l b x : ℝ) : psi l b (-x) = psi l (-b) x := by
  rw [psi, psi, Real.cosh_neg]
  congr 2
  ring
```

## The Schrödinger equation at every point

`HasDerivAt` says that a function is differentiable at a point and has the stated derivative there. The chain rule is applied to the single exponential, and sinh x/cosh x is then recognised as tanh x.

```lean
/-- The wavefunction obeys the first-order equation `ψ' = -(l tanh x + b/l) ψ`. -/
theorem hasDerivAt_psi (l b x : ℝ) :
    HasDerivAt (psi l b) (-(l * Real.tanh x + b / l) * psi l b x) x := by
  have h1 := ((Real.hasDerivAt_cosh x).log (Real.cosh_pos x).ne').mul_const (-l)
  have h2 := (hasDerivAt_id' x).const_mul (-(b / l))
  refine ((h1.fun_add h2).exp.congr_of_eventuallyEq
    (Eventually.of_forall (psi_eq_exp l b))).congr_deriv ?_
  rw [psi_eq_exp, Real.tanh_eq_sinh_div_cosh]
  ring
```

The next theorem differentiates once more. In its proof, `ht` is the derivative of tanh, `hT` is the identity for tanh² x, and `hb` is l · (b/l) = b. The first-order equation holds at all points, so `h1` can replace the function `deriv (psi l b)` as a whole, and the product rule in `h2` gives the second derivative. The final `linear_combination` collects terms as in the hand calculation. Mathlib's `deriv` returns 0 where a function is not differentiable; `HasDerivAt` ensures that both derivatives here are genuine.

The equation needs only l ≠ 0. Positivity of l enters with the decay.

```lean
/-- For `l ≠ 0` the wavefunction solves the Schrödinger equation `Hψ = -(l² + b²/l²) ψ`
at every point of the line. -/
theorem schrodinger {l : ℝ} (hl : l ≠ 0) (b x : ℝ) :
    hamiltonian l b (psi l b) x = energy l b * psi l b x := by
  have hc : Real.cosh x ≠ 0 := (Real.cosh_pos x).ne'
  have ht : HasDerivAt Real.tanh (1 / Real.cosh x ^ 2) x := by
    have h := (Real.hasDerivAt_sinh x).fun_div (Real.hasDerivAt_cosh x) hc
    refine (h.congr_of_eventuallyEq
      (Eventually.of_forall Real.tanh_eq_sinh_div_cosh)).congr_deriv ?_
    congr 1
    linear_combination Real.cosh_sq x
  have hT : Real.tanh x ^ 2 = 1 - 1 / Real.cosh x ^ 2 := by
    rw [Real.tanh_eq_sinh_div_cosh]
    field_simp
    linarith [Real.cosh_sq x]
  have hb : l * (b / l) = b := by field_simp
  -- differentiate the first-order equation once more
  have h1 : deriv (psi l b) = fun y => -(l * Real.tanh y + b / l) * psi l b y :=
    funext fun y => (hasDerivAt_psi l b y).deriv
  have h2 := ((ht.const_mul l).add_const (b / l)).fun_neg.fun_mul (hasDerivAt_psi l b x)
  rw [hamiltonian, h1, h2.deriv, potential, energy]
  linear_combination (-l ^ 2 * psi l b x) * hT - 2 * Real.tanh x * psi l b x * hb
```

## Exponential bounds and the right-hand limit

The bounds on cosh x are proved in logarithmic form, |x| − ln 2 ≤ ln cosh x ≤ |x|, as `hlo` and `hup`. Multiplying by l and exponentiating gives the two-sided estimate of ψ.

```lean
/-- For `l > 0` the wavefunction lies between `exp(-l|x| - bx/l)` and `2^l` times this
exponential. -/
theorem psi_bounds {l : ℝ} (hl : 0 < l) (b x : ℝ) :
    Real.exp (-l * |x| - b / l * x) ≤ psi l b x ∧
      psi l b x ≤ 2 ^ l * Real.exp (-l * |x| - b / l * x) := by
  have hc : Real.cosh x = (Real.exp |x| + Real.exp (-|x|)) / 2 := by
    rw [← Real.cosh_abs, Real.cosh_eq]
  have he : Real.exp (-|x|) ≤ Real.exp |x| :=
    Real.exp_le_exp.mpr (by linarith [abs_nonneg x])
  -- `|x| - log 2 ≤ log cosh x ≤ |x|`
  have hup : Real.log (Real.cosh x) ≤ |x| := by
    have h := Real.log_le_log (Real.cosh_pos x)
      (show Real.cosh x ≤ Real.exp |x| by linarith)
    rwa [Real.log_exp] at h
  have hlo : |x| - Real.log 2 ≤ Real.log (Real.cosh x) := by
    have h := Real.log_le_log (show 0 < Real.exp |x| / 2 by positivity)
      (show Real.exp |x| / 2 ≤ Real.cosh x by linarith [Real.exp_pos (-|x|)])
    rwa [Real.log_div (Real.exp_pos _).ne' two_ne_zero, Real.log_exp] at h
  have h1 := mul_le_mul_of_nonneg_left hup hl.le
  have h2 := mul_le_mul_of_nonneg_left hlo hl.le
  rw [psi_eq_exp, Real.rpow_def_of_pos two_pos, ← Real.exp_add]
  exact ⟨Real.exp_le_exp.mpr (by linarith), Real.exp_le_exp.mpr (by linarith)⟩
```

When b ≤ −l², the lower bound has a nonnegative exponent for every x ≥ 0.

```lean
/-- For `l > 0` and `b ≤ -l²` the wavefunction is at least 1 on the right half-line. -/
theorem one_le_psi {l b x : ℝ} (hl : 0 < l) (hb : b ≤ -l ^ 2) (hx : 0 ≤ x) :
    1 ≤ psi l b x := by
  have h : b / l ≤ -l := by
    rw [div_le_iff₀ hl]
    linarith [sq l]
  refine le_trans (Real.one_le_exp ?_) (psi_bounds hl b x).1
  rw [abs_of_nonneg hx]
  linarith [mul_le_mul_of_nonneg_right h hx]
```

`Tendsto (psi l b) atTop (𝓝 0)` means that ψ(x) → 0 as x → +∞. In the forward direction, a limit of values that are eventually at least 1 is itself at least 1, which contradicts the limit 0. In the reverse direction, `squeeze_zero'` places ψ between 0 and a decaying exponential.

```lean
/-- For `l > 0` the wavefunction tends to 0 at plus infinity if and only if `-l² < b`. -/
theorem tendsto_atTop_iff {l : ℝ} (hl : 0 < l) (b : ℝ) :
    Tendsto (psi l b) atTop (𝓝 0) ↔ -l ^ 2 < b := by
  constructor
  · intro h
    by_contra hb
    have h1 : (1 : ℝ) ≤ 0 := ge_of_tendsto h
      ((eventually_ge_atTop 0).mono fun x hx => one_le_psi hl (not_lt.mp hb) hx)
    linarith
  · intro hb
    have hr : -(l + b / l) < 0 := by
      have h : -l < b / l := by
        rw [lt_div_iff₀ hl]
        linarith [sq l]
      linarith
    have hlim := (Real.tendsto_exp_atBot.comp
      (tendsto_id.const_mul_atTop_of_neg hr)).const_mul ((2 : ℝ) ^ l)
    rw [mul_zero] at hlim
    refine squeeze_zero' (Eventually.of_forall fun x => ?_) ?_ hlim
    · exact (Real.exp_pos _).le.trans (psi_bounds hl b x).1
    · filter_upwards [eventually_ge_atTop (0 : ℝ)] with x hx
      refine (psi_bounds hl b x).2.trans_eq ?_
      simp only [Function.comp_apply, id_eq, abs_of_nonneg hx]
      congr 2
      ring
```

## Both ends together

The main theorem has two parts for each l > 0 and real b. The first is the Schrödinger equation for all x, without any restriction on the size of b. The second is the equivalence between decay at both ends, `atBot` being x → −∞, and |b| < l².

The proof turns the left-hand limit into a right-hand limit for −b by means of `psi_neg`. It then applies the previous theorem twice and combines the two inequalities into one on |b|.

```lean
/-- Rosen-Morse well: for `l > 0` and real `b`, `ψ = cosh(x)^(-l) exp(-bx/l)` solves
`Hψ = -(l² + b²/l²) ψ`, and it tends to 0 at both infinities if and only if `|b| < l²`. -/
theorem rosen_morse {l : ℝ} (hl : 0 < l) (b : ℝ) :
    (∀ x, hamiltonian l b (psi l b) x = energy l b * psi l b x) ∧
      ((Tendsto (psi l b) atBot (𝓝 0) ∧ Tendsto (psi l b) atTop (𝓝 0)) ↔ |b| < l ^ 2) := by
  refine ⟨schrodinger hl.ne' b, ?_⟩
  -- the left end is the right end of the mirror image
  have hbot : Tendsto (psi l b) atBot (𝓝 0) ↔ Tendsto (psi l (-b)) atTop (𝓝 0) := by
    constructor
    · intro h
      exact (h.comp tendsto_neg_atTop_atBot).congr fun x => psi_neg l b x
    · intro h
      refine (h.comp tendsto_neg_atBot_atTop).congr fun x => ?_
      rw [Function.comp_apply, ← psi_neg, neg_neg]
  rw [hbot, tendsto_atTop_iff hl, tendsto_atTop_iff hl, neg_lt_neg_iff, abs_lt]
  exact and_comm
```

The theorem concerns this one solution. It does not identify it as the ground state, list further levels, or say whether some other function is bound when |b| ≥ l².

## Square-integrability

`Integrable (fun x => psi l b x ^ 2)` says that ψ² has a finite integral over the real line with respect to ordinary length. This is the condition for ψ to be normalisable.

For the forward direction, an integrable function can have absolute value at least 1 only on a set of finite length. If |b| ≥ l², that set contains a half-line: the left one when b ≥ l², through the reflection rule, and the right one when b ≤ −l².

For the reverse direction, `hexp` is the bound by 2^l exp(−c|x|), and `hlor` compares the squared exponential with the Lorentzian 1/(1 + c²x²). The closing `calc` joins them, and `mono'` transfers integrability from the Lorentzian to ψ².

```lean
/-- For `l > 0` the wavefunction is square-integrable over the line if and only if
`|b| < l²`. -/
theorem normalizable_iff {l : ℝ} (hl : 0 < l) (b : ℝ) :
    Integrable (fun x => psi l b x ^ 2) ↔ |b| < l ^ 2 := by
  constructor
  · intro h
    by_contra hb
    -- otherwise `ψ² ≥ 1` on a half-line, a set of infinite length
    have hfin := h.measure_norm_ge_lt_top one_pos
    have key : ∀ x, 1 ≤ psi l b x → 1 ≤ ‖psi l b x ^ 2‖ := fun x hx =>
      (one_le_pow₀ hx).trans (le_abs_self _)
    rcases le_abs.mp (not_lt.mp hb) with h1 | h1
    · have hs := measure_mono (μ := volume) (show Set.Iio (0 : ℝ) ⊆
          {x | 1 ≤ ‖psi l b x ^ 2‖} from fun x hx => key x (by
            have hx' : x < 0 := hx
            have h2 := one_le_psi (b := -b) (x := -x) hl (by linarith) (by linarith)
            rwa [← psi_neg, neg_neg] at h2))
      rw [Real.volume_Iio] at hs
      exact absurd hfin (not_lt_of_ge hs)
    · have hs := measure_mono (μ := volume) (show Set.Ioi (0 : ℝ) ⊆
          {x | 1 ≤ ‖psi l b x ^ 2‖} from fun x hx => key x
            (one_le_psi hl (by linarith) (le_of_lt hx)))
      rw [Real.volume_Ioi] at hs
      exact absurd hfin (not_lt_of_ge hs)
  · intro hb
    obtain ⟨c, hcdef⟩ : ∃ c, c = l - |b| / l := ⟨_, rfl⟩
    have hc : 0 < c := by
      have h : |b| / l < l := by
        rw [div_lt_iff₀ hl]
        linarith [sq l]
      linarith
    have hcont : Continuous (psi l b) :=
      continuous_iff_continuousAt.mpr fun x => (hasDerivAt_psi l b x).continuousAt
    -- a Lorentzian dominates `ψ²`
    refine ((integrable_inv_one_add_sq.comp_mul_left' hc.ne').const_mul
      (((2 : ℝ) ^ l) ^ 2)).mono' (hcont.pow 2).aestronglyMeasurable
      (Eventually.of_forall fun x => ?_)
    have hpos : 0 ≤ psi l b x := (Real.exp_pos _).le.trans (psi_bounds hl b x).1
    have hexp : psi l b x ≤ 2 ^ l * Real.exp (-(c * |x|)) := by
      refine (psi_bounds hl b x).2.trans ?_
      have h := neg_abs_le (b / l * x)
      rw [abs_mul, abs_div, abs_of_pos hl] at h
      gcongr
      rw [hcdef]
      linarith
    have hlor : Real.exp (-(c * |x|)) ^ 2 ≤ (1 + (c * x) ^ 2)⁻¹ := by
      have hy : 0 ≤ c * |x| := by positivity
      have h1 : 1 + (c * x) ^ 2 ≤ Real.exp (c * |x|) ^ 2 := by
        have h2 := pow_le_pow_left₀ (by linarith) (Real.add_one_le_exp (c * |x|)) 2
        have h3 : (c * |x|) ^ 2 = (c * x) ^ 2 := by rw [mul_pow, sq_abs, mul_pow]
        linarith [add_sq (c * |x|) 1]
      rw [Real.exp_neg, inv_pow]
      exact inv_anti₀ (by positivity) h1
    rw [Real.norm_eq_abs, abs_of_nonneg (sq_nonneg _)]
    calc psi l b x ^ 2 ≤ (2 ^ l * Real.exp (-(c * |x|))) ^ 2 := pow_le_pow_left₀ hpos hexp 2
      _ = ((2 : ℝ) ^ l) ^ 2 * Real.exp (-(c * |x|)) ^ 2 := mul_pow _ _ _
      _ ≤ ((2 : ℝ) ^ l) ^ 2 * (1 + (c * x) ^ 2)⁻¹ :=
        mul_le_mul_of_nonneg_left hlor (sq_nonneg _)

end

end RosenMorse
```

```lean
#print axioms RosenMorse.rosen_morse
#print axioms RosenMorse.normalizable_iff
```

```
'RosenMorse.rosen_morse' depends on axioms: [propext, Classical.choice, Quot.sound]
'RosenMorse.normalizable_iff' depends on axioms: [propext, Classical.choice, Quot.sound]
```

One step remains between these theorems and a bound state in the Hilbert-space sense: ψ must belong to the domain of the self-adjoint Hamiltonian. An argument supplementary to the Lean proof settles this. The potential is bounded, so for |b| < l² the Schrödinger equation makes ψ'' square-integrable along with ψ, which places ψ in the usual domain of −d²/dx² + V.
